# Iterates of the AKLT transfer map and the correlation factor $-1/3$

Let $X,Y,Z$ be the Pauli matrices, and apply $E(M)=\tfrac13(XMX+YMY+ZMZ)$ to $M=Z$. Since $Z$ anticommutes with $X$ and $Y$, we have $XZX=YZY=-Z$, while $ZZZ=Z$, so $E(Z)=\tfrac13(-Z-Z+Z)=-\tfrac13 Z$. For $M=\mathbb 1$ all three terms equal $\mathbb 1$, and $E(\mathbb 1)=\mathbb 1$. The same count works for $X$ and $Y$: the identity survives, and a traceless matrix is multiplied by $-1/3$ at each step.

The AKLT results on the spin-1 chain also include a parent Hamiltonian, the uniqueness of its ground state on the infinite chain and a spectral gap, none of which is treated here: the subject is the transfer map of one matrix product tensor and the correlation functions defined from it.

## Physical setting

A translation-invariant matrix product state assigns a matrix $A^s$ to each on-site state $s$, with amplitudes proportional to $\operatorname{Tr}(A^{s_1}A^{s_2}\cdots A^{s_L})$ on a ring of $L$ sites. Contracting ket and bra at one site gives a map on bond operators, without or with an on-site operator $O$:
$$E_A(M)=\sum_s A^s M A^{s\dagger},\qquad E_O(M)=\sum_{s,t}O_{st}\,A^t M A^{s\dagger}.$$
With $\sigma^\pm=\tfrac12(X\pm iY)$, the AKLT tensors for spin 1 and bond dimension 2 are
$$A^+=\sqrt{\tfrac23}\,\sigma^+,\qquad A^0=-\sqrt{\tfrac13}\,Z,\qquad A^-=-\sqrt{\tfrac23}\,\sigma^-.$$
With $P(M)=\tfrac12(\operatorname{Tr}M)\,\mathbb 1$, define
$$\langle O\rangle=\operatorname{Tr}E_O(\tfrac12\mathbb 1),\qquad C_n(O,O')=\operatorname{Tr}E_O\big(E_A^{\,n}(E_{O'}(\tfrac12\mathbb 1))\big),$$
where $n$ sites lie between the two operators. In simulations with uniform matrix product states the subleading eigenvalues of the transfer map govern the decay of correlations, and this one tensor of bond dimension 2 is a case where they can be found by hand.

## Statement

For every complex $2\times2$ matrix $M$ and every $n\ge0$:

1. $E_A(M)=E(M)$ for the AKLT tensors (`transfer_aklt`).
2. $E^n(M)=P(M)+(-\tfrac13)^n\,(M-P(M))$ (`akltE_iterate`).
3. $E^n(M)\to P(M)$ as $n\to\infty$ (`akltE_tendsto`).
4. If $M\ne0$, then $E(M)=\mu M$ holds exactly when $\mu=1$ and $M=P(M)$, or $\mu=-\tfrac13$ and $\operatorname{Tr}M=0$ (`akltE_eigen_iff`).
5. For all $3\times3$ matrices $O,O'$, $C_n-\langle O\rangle\langle O'\rangle=(-\tfrac13)^n\big(C_0-\langle O\rangle\langle O'\rangle\big)$ (`connected_correlation`).
6. $\langle S^z\rangle=0$ and $C_n(S^z,S^z)=\tfrac43(-\tfrac13)^{n+1}$ (`spinZ_correlation`).

## Derivation

Write $M=\begin{pmatrix}a&b\\c&d\end{pmatrix}$. The prefactors of the tensors are real and enter squared, and $(\sigma^\pm)^\dagger=\sigma^\mp$, $Z^\dagger=Z$, so
$$E_A(M)=\tfrac23\,\sigma^+M\sigma^-+\tfrac13\,ZMZ+\tfrac23\,\sigma^-M\sigma^+.$$
Here $\sigma^+M\sigma^-=\operatorname{diag}(d,0)$, $\sigma^-M\sigma^+=\operatorname{diag}(0,a)$, and $ZMZ$ is $M$ with $b$ and $c$ negated. Hence
$$E_A(M)=\frac13\begin{pmatrix}a+2d&-b\\-c&2a+d\end{pmatrix}.$$
On the Pauli side,
$$XMX=\begin{pmatrix}d&c\\b&a\end{pmatrix},\qquad YMY=\begin{pmatrix}d&-c\\-b&a\end{pmatrix},$$
whose sum is $\operatorname{diag}(2d,2a)$. Adding $ZMZ$ and dividing by 3 gives the same matrix, which is statement 1.

The matrix $P(M)-\tfrac13(M-P(M))=\tfrac43P(M)-\tfrac13M$ has diagonal entries $\tfrac23(a+d)-\tfrac13a=\tfrac13(a+2d)$ and $\tfrac13(2a+d)$, and off-diagonal entries $-b/3$ and $-c/3$. Therefore, with $\lambda=-\tfrac13$,
$$E(M)=P(M)+\lambda\,(M-P(M)).$$

For the iterates use induction. At $n=0$ the formula reads $M=M$. Suppose $M_n=P(M)+\lambda^n(M-P(M))$. Since $\operatorname{Tr}P(M)=\operatorname{Tr}M$, the second term is traceless, so $\operatorname{Tr}M_n=\operatorname{Tr}M$ and $P(M_n)=P(M)$. Then
$$E(M_n)=P(M)+\lambda\,(M_n-P(M))=P(M)+\lambda^{n+1}(M-P(M)).$$
Because $|\lambda|<1$, $\lambda^n\to0$ and the limit is $P(M)$.

For the eigenvalues let $E(M)=\mu M$ with $M\neq0$. If $\operatorname{Tr}M=0$, then $P(M)=0$ and $(\mu+\tfrac13)M=0$, so $\mu=-\tfrac13$. Otherwise the trace of the equation gives $\operatorname{Tr}M=\mu\operatorname{Tr}M$, so $\mu=1$, and $E(M)=M$ becomes $\tfrac43(P(M)-M)=0$. The converse follows by inserting either case in the one-step formula.

For the correlations put $N=E_{O'}(\tfrac12\mathbb 1)$, so that $\operatorname{Tr}N=\langle O'\rangle$ and
$$E^n(N)=(1-\lambda^n)\,\langle O'\rangle\,\tfrac12\mathbb 1+\lambda^nN.$$
Applying the linear map $E_O$ and the trace gives $C_n=(1-\lambda^n)\langle O\rangle\langle O'\rangle+\lambda^nC_0$, which rearranges to statement 5.

For $S^z=\operatorname{diag}(1,0,-1)$ only $s=t=\pm$ contribute: $E_{S^z}(M)=\tfrac23\operatorname{diag}(d,-a)$, with trace $\tfrac23(d-a)$. At $M=\tfrac12\mathbb 1$ this is $\tfrac13Z$, so $\langle S^z\rangle=0$. At $M=\tfrac13Z$ the trace is $C_0=\tfrac23(-\tfrac13-\tfrac13)=-\tfrac49$. Thus $C_n=-\tfrac49\lambda^n=\tfrac43\lambda^{n+1}$.

## What the formal version assumes

Bond operators are `M2`, the complex $2\times2$ matrices, with no hermiticity or positivity required. The physical index runs over `Fin 3`, with $0,1,2$ standing for $m=+1,0,-1$, both in `akltTensor` and in `spinZ`. The maps `transfer` and `transferOp` are defined for any finite physical and bond index; in `transferOp` the column index `t` of `O s t` goes with the ket tensor and the row index `s` with the adjoint. `akltE` is $E$, `tracePart` is $P$, `halfOne` is $\tfrac12\mathbb 1$, and `akltE^[n]` is $n$-fold composition. The limit in `akltE_tendsto` is entry by entry.

In `correlation O O' n` the operator `O'` is inserted first, then $n$ plain transfer steps follow, then `O`. The two sites are at distance $n+1\ge1$, so the same-site value is not covered. `O` and `O'` are arbitrary single-site matrices, not necessarily Hermitian; operators spanning several sites do not appear.

`expectation` and `correlation` are definitions. No many-body state vector is constructed, and the boundary data $\tfrac12\mathbb 1$ and $\operatorname{Tr}$ are put in by hand. Three familiar readings are left without formal proof: that these traces are the infinite-chain limit of expectation values on finite chains, that the eigenvalue $-\tfrac13$ has multiplicity three, and that the decay corresponds to a correlation length $1/\ln3$.

The only hypothesis in these statements is `hM : M ≠ 0` in `akltE_eigen_iff`. Without it $M=0$ satisfies $E(M)=\mu M$ for $\mu=2$, where neither alternative holds. The limit $P(M)$ does not hold for every tensor: for a site with two states and the matrices $\operatorname{diag}(1,0)$ and $\operatorname{diag}(0,1)$ the transfer map fixes $Z$, so the iterates stay at $Z$, while $P(Z)=0$.

In Lean 4 with Mathlib:

```lean
import Mathlib

open Matrix Filter Topology

namespace AKLTTransfer

noncomputable section

/-- Operators on the two-dimensional bond space. -/
abbrev M2 := Matrix (Fin 2) (Fin 2) ℂ

/-- The Pauli matrix `X`. -/
def pauliX : M2 := !![0, 1; 1, 0]

/-- The Pauli matrix `Y`. -/
def pauliY : M2 := !![0, -Complex.I; Complex.I, 0]

/-- The Pauli matrix `Z`. -/
def pauliZ : M2 := !![1, 0; 0, -1]

/-- The raising matrix `σ⁺`. -/
def sigmaPlus : M2 := !![0, 1; 0, 0]

/-- The lowering matrix `σ⁻`. -/
def sigmaMinus : M2 := !![0, 0; 1, 0]

/-- The transfer map `M ↦ ∑ₛ Aˢ M Aˢ†` of a matrix product state tensor `A`. -/
def transfer {d D : Type*} [Fintype d] [Fintype D] (A : d → Matrix D D ℂ)
    (M : Matrix D D ℂ) : Matrix D D ℂ :=
  ∑ s, A s * M * (A s)ᴴ

/-- The transfer map with an on-site operator `O` inserted, `M ↦ ∑ₛₜ Oₛₜ Aᵗ M Aˢ†`. -/
def transferOp {d D : Type*} [Fintype d] [Fintype D] (A : d → Matrix D D ℂ)
    (O : Matrix d d ℂ) (M : Matrix D D ℂ) : Matrix D D ℂ :=
  ∑ s, ∑ t, O s t • (A t * M * (A s)ᴴ)

/-- The AKLT tensors `A⁺ = √(2/3) σ⁺`, `A⁰ = -√(1/3) Z`, `A⁻ = -√(2/3) σ⁻`. -/
def akltTensor : Fin 3 → M2 :=
  ![((Real.sqrt (2 / 3) : ℝ) : ℂ) • sigmaPlus,
    ((-Real.sqrt (1 / 3) : ℝ) : ℂ) • pauliZ,
    ((-Real.sqrt (2 / 3) : ℝ) : ℂ) • sigmaMinus]

/-- The map `E(M) = (XMX + YMY + ZMZ)/3`. -/
def akltE (M : M2) : M2 :=
  (1 / 3 : ℂ) • (pauliX * M * pauliX + pauliY * M * pauliY + pauliZ * M * pauliZ)

/-- The trace part `(Tr M / 2) 1` of a bond operator. -/
def tracePart (M : M2) : M2 := (M.trace / 2) • (1 : M2)

/-- The bond operator `1/2`. -/
def halfOne : M2 := (1 / 2 : ℂ) • (1 : M2)

/-- The one-site expectation value `Tr E_O(1/2)` built from the AKLT tensors. -/
def expectation (O : Matrix (Fin 3) (Fin 3) ℂ) : ℂ :=
  (transferOp akltTensor O halfOne).trace

/-- The two-point function `Tr E_O(Eⁿ(E_O'(1/2)))` built from the AKLT tensors, for two
sites with `n` sites between them. -/
def correlation (O O' : Matrix (Fin 3) (Fin 3) ℂ) (n : ℕ) : ℂ :=
  (transferOp akltTensor O
    ((transfer akltTensor)^[n] (transferOp akltTensor O' halfOne))).trace

/-- The spin-1 operator `S^z = diag(1, 0, -1)`. -/
def spinZ : Matrix (Fin 3) (Fin 3) ℂ := !![1, 0, 0; 0, 0, 0; 0, 0, -1]

/-- Real prefactors `r`, `s` come out of `(rA) M (sB)†` as the product `rs`. -/
theorem smul_sandwich (r s : ℝ) (A M B : M2) :
    ((r : ℂ) • A) * M * ((s : ℂ) • B)ᴴ = ((r * s : ℝ) : ℂ) • (A * M * Bᴴ) := by
  have hs : star (s : ℂ) = s := by simp
  rw [Matrix.conjTranspose_smul, hs, Matrix.smul_mul, Matrix.smul_mul, Matrix.mul_smul,
    smul_smul, Complex.ofReal_mul]

/-- The three terms `Aˢ M Aˢ†` for the AKLT tensors are `(2/3) σ⁺Mσ⁻`, `(1/3) ZMZ` and
`(2/3) σ⁻Mσ⁺`. -/
theorem akltTensor_sandwich (M : M2) :
    akltTensor 0 * M * (akltTensor 0)ᴴ = (2 / 3 : ℂ) • (sigmaPlus * M * sigmaMinus) ∧
    akltTensor 1 * M * (akltTensor 1)ᴴ = (1 / 3 : ℂ) • (pauliZ * M * pauliZ) ∧
    akltTensor 2 * M * (akltTensor 2)ᴴ = (2 / 3 : ℂ) • (sigmaMinus * M * sigmaPlus) := by
  have a0 : akltTensor 0 = ((Real.sqrt (2 / 3) : ℝ) : ℂ) • sigmaPlus := rfl
  have a1 : akltTensor 1 = ((-Real.sqrt (1 / 3) : ℝ) : ℂ) • pauliZ := rfl
  have a2 : akltTensor 2 = ((-Real.sqrt (2 / 3) : ℝ) : ℂ) • sigmaMinus := rfl
  have h2 : Real.sqrt (2 / 3) * Real.sqrt (2 / 3) = 2 / 3 := Real.mul_self_sqrt (by norm_num)
  have h1 : Real.sqrt (1 / 3) * Real.sqrt (1 / 3) = 1 / 3 := Real.mul_self_sqrt (by norm_num)
  have c2 : ((2 / 3 : ℝ) : ℂ) = 2 / 3 := by norm_num
  have c1 : ((1 / 3 : ℝ) : ℂ) = 1 / 3 := by norm_num
  -- adjoints of σ⁺, σ⁻ and Z
  have hp : sigmaPlusᴴ = sigmaMinus := by
    ext i j
    rw [Matrix.conjTranspose_apply]
    fin_cases i <;> fin_cases j <;> simp [sigmaPlus, sigmaMinus]
  have hm : sigmaMinusᴴ = sigmaPlus := by
    rw [← hp, Matrix.conjTranspose_conjTranspose]
  have hz : pauliZᴴ = pauliZ := by
    ext i j
    rw [Matrix.conjTranspose_apply]
    fin_cases i <;> fin_cases j <;> simp [pauliZ]
  refine ⟨?_, ?_, ?_⟩
  · rw [a0, smul_sandwich, h2, hp, c2]
  · rw [a1, smul_sandwich, neg_mul_neg, h1, hz, c1]
  · rw [a2, smul_sandwich, neg_mul_neg, h2, hm, c2]

/-- The transfer map of the AKLT tensors is `E(M) = (XMX + YMY + ZMZ)/3`. -/
theorem transfer_aklt (M : M2) : transfer akltTensor M = akltE M := by
  have hI : ∀ z : ℂ, Complex.I * z * Complex.I = -z := fun z => by
    linear_combination z * Complex.I_sq
  obtain ⟨h0, h1, h2⟩ := akltTensor_sandwich M
  simp only [transfer, Fin.sum_univ_three, h0, h1, h2]
  ext i j
  simp only [akltE, Matrix.smul_apply, Matrix.add_apply, Matrix.mul_apply, Fin.sum_univ_two]
  fin_cases i <;> fin_cases j <;>
    simp [pauliX, pauliY, pauliZ, sigmaPlus, sigmaMinus, hI] <;> ring

/-- One step of `E` keeps the trace part of `M` and multiplies the remainder by `-1/3`. -/
theorem akltE_eq (M : M2) :
    akltE M = tracePart M + (-1 / 3 : ℂ) • (M - tracePart M) := by
  have hI : ∀ z : ℂ, Complex.I * z * Complex.I = -z := fun z => by
    linear_combination z * Complex.I_sq
  ext i j
  simp only [akltE, tracePart, Matrix.smul_apply, Matrix.add_apply, Matrix.sub_apply,
    Matrix.mul_apply, Fin.sum_univ_two, Matrix.trace_fin_two]
  fin_cases i <;> fin_cases j <;> simp [pauliX, pauliY, pauliZ, hI] <;> ring

/-- The trace part `(Tr M / 2) 1` has the same trace as `M`. -/
theorem trace_tracePart (M : M2) : (tracePart M).trace = M.trace := by
  rw [tracePart, Matrix.trace_smul, Matrix.trace_one, Fintype.card_fin, smul_eq_mul]
  push_cast
  ring

/-- The `n`-fold iterate is `Eⁿ(M) = (Tr M / 2) 1 + (-1/3)ⁿ (M - (Tr M / 2) 1)`. -/
theorem akltE_iterate (M : M2) (n : ℕ) :
    akltE^[n] M = tracePart M + (-1 / 3 : ℂ) ^ n • (M - tracePart M) := by
  induction n with
  | zero => simp
  | succ n ih =>
    -- the trace, hence the trace part, is conserved along the iteration
    have htr : (tracePart M + (-1 / 3 : ℂ) ^ n • (M - tracePart M)).trace = M.trace := by
      rw [Matrix.trace_add, Matrix.trace_smul, Matrix.trace_sub, trace_tracePart, sub_self,
        smul_zero, add_zero]
    have hp : tracePart (tracePart M + (-1 / 3 : ℂ) ^ n • (M - tracePart M)) = tracePart M :=
      congrArg (fun t : ℂ => (t / 2) • (1 : M2)) htr
    rw [Function.iterate_succ_apply', ih, akltE_eq, hp, pow_succ]
    module

/-- The iterates `Eⁿ(M)` converge to `(Tr M / 2) 1` as `n → ∞`. -/
theorem akltE_tendsto (M : M2) :
    Tendsto (fun n => akltE^[n] M) atTop (𝓝 (tracePart M)) := by
  have hn : ‖(-1 / 3 : ℂ)‖ = 1 / 3 := by simp
  have h : Tendsto (fun n : ℕ => (-1 / 3 : ℂ) ^ n) atTop (𝓝 0) :=
    tendsto_pow_atTop_nhds_zero_of_norm_lt_one (by rw [hn]; norm_num)
  have h' := (h.smul_const (M - tracePart M)).const_add (tracePart M)
  rw [zero_smul, add_zero] at h'
  exact h'.congr fun n => (akltE_iterate M n).symm

/-- A nonzero `M` satisfies `E(M) = μ M` exactly when `μ = 1` and `M = (Tr M / 2) 1`, or
`μ = -1/3` and `M` is traceless. -/
theorem akltE_eigen_iff (M : M2) (hM : M ≠ 0) (μ : ℂ) :
    akltE M = μ • M ↔ (μ = 1 ∧ M = tracePart M) ∨ (μ = -1 / 3 ∧ M.trace = 0) := by
  have hE := akltE_eq M
  constructor
  · intro h
    rw [hE] at h
    by_cases ht : M.trace = 0
    · -- traceless case: E acts as -1/3
      have hP : tracePart M = 0 := by rw [tracePart, ht, zero_div, zero_smul]
      rw [hP] at h
      have h0 : (μ + 1 / 3) • M = 0 := by linear_combination (norm := module) h.symm
      rcases smul_eq_zero.mp h0 with h1 | h1
      · exact Or.inr ⟨by linear_combination h1, ht⟩
      · exact absurd h1 hM
    · -- nonzero trace: trace conservation forces μ = 1
      have htr := congrArg Matrix.trace h
      simp only [Matrix.trace_add, Matrix.trace_smul, Matrix.trace_sub, trace_tracePart,
        smul_eq_mul] at htr
      have hμ : μ = 1 := mul_right_cancel₀ ht (by linear_combination htr.symm)
      rw [hμ] at h
      refine Or.inl ⟨hμ, ?_⟩
      linear_combination (norm := module) (-3 / 4 : ℂ) • h
  · rintro (⟨rfl, h⟩ | ⟨rfl, ht⟩)
    · rw [hE]
      linear_combination (norm := module) (-4 / 3 : ℂ) • h
    · have hP : tracePart M = 0 := by rw [tracePart, ht, zero_div, zero_smul]
      rw [hE, hP]
      module

/-- The transfer map with an inserted operator is linear in the bond operator. -/
theorem transferOp_linear {d D : Type*} [Fintype d] [Fintype D] (A : d → Matrix D D ℂ)
    (O : Matrix d d ℂ) (a b : ℂ) (M N : Matrix D D ℂ) :
    transferOp A O (a • M + b • N) = a • transferOp A O M + b • transferOp A O N := by
  simp only [transferOp, Matrix.mul_add, Matrix.add_mul, Matrix.mul_smul, Matrix.smul_mul,
    smul_add, Finset.sum_add_distrib, Finset.smul_sum, smul_smul, mul_comm a, mul_comm b]

/-- For any on-site operators `O`, `O'`, the connected two-point function with `n` sites in
between is `(-1/3)ⁿ` times its value for adjacent sites. -/
theorem connected_correlation (O O' : Matrix (Fin 3) (Fin 3) ℂ) (n : ℕ) :
    correlation O O' n - expectation O * expectation O' =
      (-1 / 3 : ℂ) ^ n * (correlation O O' 0 - expectation O * expectation O') := by
  have hT : transfer akltTensor = akltE := funext transfer_aklt
  -- Eⁿ(N) as a combination of 1/2 and N
  have key : ∀ N : M2, akltE^[n] N =
      ((1 - (-1 / 3 : ℂ) ^ n) * N.trace) • halfOne + (-1 / 3 : ℂ) ^ n • N := by
    intro N
    rw [akltE_iterate]
    unfold tracePart halfOne
    module
  simp only [correlation, expectation, hT, Function.iterate_zero_apply]
  rw [key, transferOp_linear]
  simp only [Matrix.trace_add, Matrix.trace_smul, smul_eq_mul]
  ring

/-- The expectation value of `S^z` vanishes, and the `S^z S^z` two-point function with `n`
sites in between is `(4/3)(-1/3)ⁿ⁺¹`. -/
theorem spinZ_correlation (n : ℕ) :
    expectation spinZ = 0 ∧
      correlation spinZ spinZ n = 4 / 3 * (-1 / 3 : ℂ) ^ (n + 1) := by
  -- only the diagonal terms s = ± contribute
  have hS : ∀ M : M2, transferOp akltTensor spinZ M =
      (2 / 3 : ℂ) • (sigmaPlus * M * sigmaMinus) -
        (2 / 3 : ℂ) • (sigmaMinus * M * sigmaPlus) := by
    intro M
    obtain ⟨h0, -, h2⟩ := akltTensor_sandwich M
    rw [← h0, ← h2]
    simp [transferOp, spinZ, Fin.sum_univ_three, sub_eq_add_neg]
  have htr : ∀ M : M2, (transferOp akltTensor spinZ M).trace = 2 / 3 * (M 1 1 - M 0 0) := by
    intro M
    rw [hS, Matrix.trace_fin_two]
    simp only [Matrix.sub_apply, Matrix.smul_apply, Matrix.mul_apply, Fin.sum_univ_two]
    simp [sigmaPlus, sigmaMinus]
    ring
  have hρ : transferOp akltTensor spinZ halfOne = (1 / 3 : ℂ) • pauliZ := by
    rw [hS]
    ext i j
    simp only [Matrix.sub_apply, Matrix.smul_apply, Matrix.mul_apply, Fin.sum_univ_two]
    fin_cases i <;> fin_cases j <;>
      simp [sigmaPlus, sigmaMinus, pauliZ, halfOne] <;> norm_num
  have he : expectation spinZ = 0 := by
    rw [expectation, htr]
    simp [halfOne]
  have h0 : correlation spinZ spinZ 0 = -4 / 9 := by
    rw [correlation, Function.iterate_zero_apply, hρ, htr]
    simp only [Matrix.smul_apply]
    simp [pauliZ]
    norm_num
  have hc := connected_correlation spinZ spinZ n
  rw [he, h0] at hc
  refine ⟨he, ?_⟩
  rw [pow_succ]
  linear_combination hc

end

end AKLTTransfer
```

```lean
#print axioms AKLTTransfer.transfer_aklt
#print axioms AKLTTransfer.akltE_tendsto
#print axioms AKLTTransfer.akltE_eigen_iff
#print axioms AKLTTransfer.spinZ_correlation
```

```
'AKLTTransfer.transfer_aklt' depends on axioms: [propext, Classical.choice, Quot.sound]
'AKLTTransfer.akltE_tendsto' depends on axioms: [propext, Classical.choice, Quot.sound]
'AKLTTransfer.akltE_eigen_iff' depends on axioms: [propext, Classical.choice, Quot.sound]
'AKLTTransfer.spinZ_correlation' depends on axioms: [propext, Classical.choice, Quot.sound]
```

## Notes on the proof

`smul_sandwich` pulls real prefactors $r,s$ out of $(rA)M(sB)^\dagger$ as $rs$. `akltTensor_sandwich` applies it to the three diagonal terms; `h1` and `h2` square the roots, `neg_mul_neg` removes the signs of $A^0$ and $A^-$, and `hp`, `hm`, `hz` are the adjoints of $\sigma^+$, $\sigma^-$, $Z$.

`transfer_aklt` and `akltE_eq` are the two entrywise computations above: `ext i j` and `fin_cases` split each matrix identity into four scalar ones, and `hI`, the identity $i z i=-z$, evaluates the entries of $YMY$. `trace_tracePart` is $\operatorname{Tr}P(M)=\operatorname{Tr}M$.

In `akltE_iterate`, `htr` is $\operatorname{Tr}M_n=\operatorname{Tr}M$ and `hp` is $P(M_n)=P(M)$. After the induction hypothesis and the one-step formula are substituted, `module` compares the coefficients of $M$ and $P(M)$. `akltE_tendsto` takes $\lambda^n\to0$, multiplies by the fixed matrix $M-P(M)$, adds $P(M)$, and identifies the sequence with the iterates.

`akltE_eigen_iff` splits on `M.trace = 0` as in the derivation. In the traceless branch `h0` is $(\mu+\tfrac13)M=0$. In the other branch `htr` is the trace of the eigenvalue equation, and the factor $-\tfrac34$ turns $\tfrac43(P(M)-M)=0$ into $M=P(M)$.

In `connected_correlation`, `key` is the decomposition of $E^n(N)$ along $\tfrac12\mathbb 1$ and $N$, and `transferOp_linear`, valid for any tensor, carries $E_O$ through it. In `spinZ_correlation`, `hS` keeps the two terms $s=\pm$, `htr` is the trace $\tfrac23(d-a)$ with $d$ as `M 1 1` and $a$ as `M 0 0`, `hρ` is $E_{S^z}(\tfrac12\mathbb 1)=\tfrac13Z$, and `he` and `h0` are the values $0$ and $-\tfrac49$ inserted in the general formula.
